# A cubic grid block needs the least memory, ghost layer included, at fixed volume

A rectangular grid block with sides $a, b, c > 0$ and a ghost layer of width $w > 0$ on every face stores the volume $(a+2w)(b+2w)(c+2w)$. With $V = abc$ the volume that the block owns,

$$(a+2w)(b+2w)(c+2w) \;\ge\; \left(V^{1/3}+2w\right)^3,$$

and equality holds exactly when $a = b = c$. In domain-decomposed real-space electronic-structure codes, where finite-difference stencils read ghost points from neighbouring processes, this favours near-cubic blocks, with sides and ghost width counted in grid points, as far as the memory of a single rectangular block of given volume is concerned.

## One inequality per axis

The argument works in any dimension $d \ge 1$. Let the sides be $a_i > 0$, put $V = \prod_i a_i$ and $s = V^{1/d}$, and write $h = 2w$ for the length that the two ghost layers add to each axis.

Take one axis with side $a$ and define

$$x = \frac{a(s+h)}{s(a+h)}, \qquad y = \frac{s+h}{a+h}.$$

Their weighted sum is simple:

$$s x + h y = \frac{a(s+h) + h(s+h)}{a+h} = s+h.$$

Since $\log t \le t-1$ for $t > 0$, it follows that

$$s\log x + h\log y \le s(x-1) + h(y-1) = 0.$$

The inequality $\log t \le t - 1$ is strict for $t \ne 1$, and $x = 1$ means $a(s+h) = s(a+h)$, that is, $a = s$. So the result is strict whenever $a \neq s$. Substituting

$$\log x = (\log a - \log s) - \bigl(\log(a+h) - \log(s+h)\bigr), \qquad \log y = -\bigl(\log(a+h) - \log(s+h)\bigr)$$

gives, for $a \ne s$,

$$s(\log a - \log s) < (s+h)\bigl(\log(a+h)-\log(s+h)\bigr).$$

For $a = s$ both sides are zero.

Now sum over the axes. Because $s^d = V$, we have $\sum_i \log a_i = d\log s$, and the left side vanishes. If at least one side differs from $s$, what remains is

$$0 < (s+h)\Bigl(\sum_i \log(a_i+h) - d\log(s+h)\Bigr).$$

Dividing by $s+h > 0$ and exponentiating yields $\prod_i (a_i+h) > (s+h)^d$. If every side equals $s$, the two volumes agree. Finally, sides that are all equal to some $a$ satisfy $a^d = V = s^d$, hence $a = s$. Equality therefore holds exactly when all sides are equal.

In three dimensions, subtracting $V = s^3$ from the bound leaves the ghost region alone:

$$(s+2w)^3 - s^3 = 6ws^2 + 12w^2s + 8w^3.$$

These terms are the six face slabs, twelve edge bars and eight corner cubes around a cube of side $s$.

## Blocks and their volumes in Lean

The axes are the elements of a finite type `ι`, so $d$ is `Fintype.card ι`, and the sides form a function `a : ι → ℝ`.

```lean
import Mathlib

open Finset

namespace HaloMemory

noncomputable section

variable {ι : Type*} [Fintype ι]
```

The owned volume is the product of the sides.

```lean
/-- The volume owned by a rectangular grid block with sides `a i`. -/
def blockVolume (a : ι → ℝ) : ℝ := ∏ i, a i
```

The stored volume adds $2w$ to every side. It thus includes the edge and corner regions of the ghost layer; a code that keeps only the face slabs, as a stencil without diagonal neighbours permits, stores less and is described by a different formula.

```lean
/-- The volume stored by a block with sides `a i` and a ghost layer of width `w` on every face. -/
def storedVolume (w : ℝ) (a : ι → ℝ) : ℝ := ∏ i, (a i + 2 * w)
```

The side $s$ of the comparison cube is a real power of the owned volume.

```lean
/-- The side of the cube with the same volume as the block, for positive sides `a i` and
at least one axis. -/
def cubeSide (a : ι → ℝ) : ℝ := blockVolume a ^ ((Fintype.card ι : ℝ)⁻¹)
```

Memory is identified with volume, which assumes a fixed density of grid points and the same amount of data at each. The width $w$ is the same on every axis. If the grid spacings differ but the ghost layer is equally many points thick on each axis, this holds with lengths counted in grid points, and the best block then has equal numbers of points along the axes, not equal physical lengths. The sides are real numbers. Whole numbers of grid points obey the same bound, but a given number of points need not be a perfect cube, and then no integer block attains it. Communication time and the tiling of a whole simulation cell by blocks do not enter.

The first lemma is $s^d = V$. The instance `[Nonempty ι]` says $d \ge 1$.

```lean
/-- For positive sides and at least one axis, the cube of side `cubeSide a` has the volume
of the block. -/
theorem cubeSide_pow [Nonempty ι] {a : ι → ℝ} (ha : ∀ i, 0 < a i) :
    cubeSide a ^ Fintype.card ι = blockVolume a :=
  Real.rpow_inv_natCast_pow (Finset.prod_nonneg fun i _ => (ha i).le) Fintype.card_ne_zero
```

## From one axis to the whole block

The next lemma is the one-axis inequality. In its proof `key` is the identity $sx + hy = s+h$, `hx1` shows that $x \ne 1$, and `lx` and `ly` expand the two logarithms. The bounds `b1`, strict, and `b2` are $\log t \le t-1$ at $x$ and $y$, multiplied by $s$ and $h$; `linarith` adds them.

```lean
/-- Lengthening two different positive sides `a` and `s` by the same `h > 0` changes their
logarithms so that `s (log a - log s) < (s + h) (log (a + h) - log (s + h))`. -/
theorem log_side_lt {a s h : ℝ} (ha : 0 < a) (hs : 0 < s) (hh : 0 < h) (hne : a ≠ s) :
    s * (Real.log a - Real.log s) < (s + h) * (Real.log (a + h) - Real.log (s + h)) := by
  have hah : 0 < a + h := by positivity
  have hsh : 0 < s + h := by positivity
  obtain ⟨x, hx⟩ : ∃ x, x = a * (s + h) / (s * (a + h)) := ⟨_, rfl⟩
  obtain ⟨y, hy⟩ : ∃ y, y = (s + h) / (a + h) := ⟨_, rfl⟩
  have hx0 : 0 < x := by rw [hx]; positivity
  have hy0 : 0 < y := by rw [hy]; positivity
  have hx1 : x ≠ 1 := by
    intro h1
    rw [hx, div_eq_one_iff_eq (by positivity)] at h1
    exact hne (mul_right_cancel₀ hh.ne' (by linear_combination h1))
  have lx : Real.log x
      = Real.log a + Real.log (s + h) - (Real.log s + Real.log (a + h)) := by
    rw [hx, Real.log_div (by positivity) (by positivity), Real.log_mul ha.ne' hsh.ne',
      Real.log_mul hs.ne' hah.ne']
  have ly : Real.log y = Real.log (s + h) - Real.log (a + h) := by
    rw [hy, Real.log_div hsh.ne' hah.ne']
  -- the weighted mean of the two ratios is one
  have key : s * x + h * y = s + h := by
    have e1 : s * x = a * ((s + h) / (a + h)) := by
      rw [hx]; field_simp
    have e2 : (s + h) / (a + h) * (a + h) = s + h := div_mul_cancel₀ _ hah.ne'
    rw [e1, hy]
    linear_combination e2
  have b1 := mul_lt_mul_of_pos_left (Real.log_lt_sub_one_of_pos hx0 hx1) hs
  have b2 := mul_le_mul_of_nonneg_left (Real.log_le_sub_one_of_pos hy0) hh.le
  rw [lx] at b1
  rw [ly] at b2
  linarith
```

The summation comes next. The hypothesis `hvol` fixes $s$ as the side of the cube of equal volume, and `hne` provides an axis whose side differs from it. Equal volumes become $d\log s = \sum_i \log a_i$ in `hlog`. The step `Finset.sum_lt_sum` needs a weak inequality on every axis and a strict one on some axis, which is why the case `a j = s` is treated separately. After `hlog` has removed the left side, the positive factor $s+2w$ is divided out, and the monotonicity of the logarithm returns the statement about products.

```lean
/-- A block with positive sides, at least one of them different from the side `s > 0` of the
cube of equal volume, stores strictly more than that cube when the ghost width is positive. -/
theorem cube_lt_storedVolume {a : ι → ℝ} {s w : ℝ} (ha : ∀ i, 0 < a i) (hs : 0 < s)
    (hw : 0 < w) (hvol : s ^ Fintype.card ι = blockVolume a) (hne : ∃ i, a i ≠ s) :
    (s + 2 * w) ^ Fintype.card ι < storedVolume w a := by
  have hh : 0 < 2 * w := by positivity
  have hsh : 0 < s + 2 * w := by positivity
  have hah : ∀ i, 0 < a i + 2 * w := fun i => add_pos (ha i) hh
  -- equal volumes: the logarithms of the sides have mean `log s`
  have hlog : (Fintype.card ι : ℝ) * Real.log s = ∑ i, Real.log (a i) := by
    rw [← Real.log_pow, hvol, blockVolume, Real.log_prod (fun i _ => (ha i).ne')]
  -- add the one-axis inequalities
  have hsum : ∑ i, s * (Real.log (a i) - Real.log s)
      < ∑ i, (s + 2 * w) * (Real.log (a i + 2 * w) - Real.log (s + 2 * w)) := by
    obtain ⟨i, hi⟩ := hne
    refine Finset.sum_lt_sum (fun j _ => ?_) ⟨i, mem_univ i, log_side_lt (ha i) hs hh hi⟩
    by_cases hj : a j = s
    · simp [hj]
    · exact (log_side_lt (ha j) hs hh hj).le
  simp only [← Finset.mul_sum, Finset.sum_sub_distrib, Finset.sum_const, Finset.card_univ,
    nsmul_eq_mul] at hsum
  rw [← hlog, sub_self, mul_zero] at hsum
  have hpos := (mul_pos_iff_of_pos_left hsh).1 hsum
  refine (Real.log_lt_log_iff (pow_pos hsh _) (Finset.prod_pos fun i _ => hah i)).1 ?_
  rw [Real.log_pow, Real.log_prod (fun i _ => (hah i).ne')]
  linarith
```

The general theorem joins the bound to its equality case. Its second part is an equivalence: the stored volume equals that of the cube if and only if `∀ i j, a i = a j`. The proof separates blocks whose sides all equal `cubeSide a` from the rest. In the second case the inequality is strict, so equality is impossible, and `hp` shows that the sides cannot all be equal either, since their common value would be `cubeSide a`.

The hypothesis $w > 0$ matters for the equality case: at $w = 0$ every block stores exactly $V$, whatever its shape. For $d = 1$ the block has a single side and equality always holds.

```lean
/-- In any dimension `d ≥ 1`, a block with positive sides, volume `V` and ghost width `w > 0`
stores at least `(V^(1/d) + 2w)^d`, with equality exactly when all its sides are equal. -/
theorem storedVolume_ge_cube [Nonempty ι] {a : ι → ℝ} {w : ℝ} (ha : ∀ i, 0 < a i)
    (hw : 0 < w) :
    (cubeSide a + 2 * w) ^ Fintype.card ι ≤ storedVolume w a ∧
      (storedVolume w a = (cubeSide a + 2 * w) ^ Fintype.card ι ↔ ∀ i j, a i = a j) := by
  have hs : 0 < cubeSide a := Real.rpow_pos_of_pos (Finset.prod_pos fun i _ => ha i) _
  by_cases hall : ∀ i, a i = cubeSide a
  · have e : storedVolume w a = (cubeSide a + 2 * w) ^ Fintype.card ι := by
      simp only [storedVolume, hall, Finset.prod_const, Finset.card_univ]
    exact ⟨e.ge, fun _ i j => (hall i).trans (hall j).symm, fun _ => e⟩
  · obtain ⟨i, hi⟩ := not_forall.1 hall
    have hlt := cube_lt_storedVolume ha hs hw (cubeSide_pow ha) ⟨i, hi⟩
    refine ⟨hlt.le, fun h => absurd h hlt.ne', fun h => absurd ?_ hi⟩
    -- equal sides would all coincide with the side of the cube
    have hp : a i ^ Fintype.card ι = cubeSide a ^ Fintype.card ι := by
      rw [cubeSide_pow ha]
      calc a i ^ Fintype.card ι = ∏ _j : ι, a i := by simp
        _ = blockVolume a := Finset.prod_congr rfl fun j _ => h i j
    exact (pow_left_inj₀ (ha i).le hs.le Fintype.card_ne_zero).1 hp
```

## Three dimensions and the ghost region

Applying the theorem to the sides `![a, b, c]` gives the result stated at the start. The equations `e1` and `e2` write out the products, and the condition on all pairs of axes reduces to `a = b ∧ b = c`.

```lean
/-- A three-dimensional block with positive sides `a, b, c` and ghost width `w > 0` stores at
least `((abc)^(1/3) + 2w)^3`, with equality exactly when `a = b = c`. -/
theorem halo_memory_three {a b c w : ℝ} (ha : 0 < a) (hb : 0 < b) (hc : 0 < c) (hw : 0 < w) :
    ((a * b * c) ^ ((1 : ℝ) / 3) + 2 * w) ^ 3 ≤ (a + 2 * w) * (b + 2 * w) * (c + 2 * w) ∧
      ((a + 2 * w) * (b + 2 * w) * (c + 2 * w) = ((a * b * c) ^ ((1 : ℝ) / 3) + 2 * w) ^ 3 ↔
        a = b ∧ b = c) := by
  have hpos : ∀ i, 0 < (![a, b, c] : Fin 3 → ℝ) i := by
    intro i
    fin_cases i
    · exact ha
    · exact hb
    · exact hc
  have hm := storedVolume_ge_cube hpos hw
  have e1 : storedVolume w ![a, b, c] = (a + 2 * w) * (b + 2 * w) * (c + 2 * w) := by
    simp [storedVolume, Fin.prod_univ_three]
  have e2 : cubeSide ![a, b, c] = (a * b * c) ^ ((1 : ℝ) / 3) := by
    simp [cubeSide, blockVolume, Fin.prod_univ_three]
  rw [e1, e2, Fintype.card_fin] at hm
  refine ⟨hm.1, hm.2.trans ⟨fun h => ⟨h 0 1, h 1 2⟩, ?_⟩⟩
  rintro ⟨rfl, rfl⟩ i j
  fin_cases i <;> fin_cases j <;> rfl
```

The last theorem bounds the ghost memory alone. It takes $s > 0$ with $s^3 = abc$ as a hypothesis, identifies it with the cube root in `hroot`, expands $(s+2w)^3$ and subtracts the owned volume.

```lean
/-- For positive sides and ghost width `w > 0`, the ghost cells alone take at least
`6ws² + 12w²s + 8w³`, where `s` is the positive side of the cube of equal volume. -/
theorem ghost_memory_ge {a b c s w : ℝ} (ha : 0 < a) (hb : 0 < b) (hc : 0 < c) (hs : 0 < s)
    (hw : 0 < w) (hvol : s ^ 3 = a * b * c) :
    6 * w * s ^ 2 + 12 * w ^ 2 * s + 8 * w ^ 3
      ≤ (a + 2 * w) * (b + 2 * w) * (c + 2 * w) - a * b * c := by
  have hroot : (a * b * c) ^ ((1 : ℝ) / 3) = s := by
    rw [← hvol, ← Real.rpow_natCast, ← Real.rpow_mul hs.le]
    norm_num
  have hm := (halo_memory_three ha hb hc hw).1
  rw [hroot] at hm
  -- remove the owned volume from both sides
  have e : (s + 2 * w) ^ 3 = s ^ 3 + (6 * w * s ^ 2 + 12 * w ^ 2 * s + 8 * w ^ 3) := by ring
  rw [e, hvol] at hm
  linarith

end

end HaloMemory
```

```lean
#print axioms HaloMemory.ghost_memory_ge
```

```
'HaloMemory.ghost_memory_ge' depends on axioms: [propext, Classical.choice, Quot.sound]
```
